# TO and LO modes share an eigenbasis exactly when the nonzero mode-charge vector is a TO mode

## What it means to pair two modes

In a polar crystal the macroscopic electric field of a long-wavelength phonon changes the zone-centre modes, and one would like to say which LO mode each TO mode turns into. The answer depends on what counts as a pair. Here a TO mode and an LO mode are paired only if they are the same displacement pattern up to a factor. Matching by largest overlap or by frequency order is a different notion, and the results below don't exclude it.

## The rank-one field term

Let \(K\) be the real symmetric, mass-weighted dynamical matrix at the zone centre without the macroscopic field. For a fixed direction \(\hat q\) of approach to \(q=0\), the field adds a rank-one term:

\[
L = K + z z^{T},\qquad
z_{\kappa\alpha}=\sqrt{\frac{4\pi}{\Omega\,\hat q\cdot\varepsilon_\infty\hat q}}\;\frac{\sum_\beta \hat q_\beta Z^*_{\kappa,\beta\alpha}}{\sqrt{M_\kappa}}
\]

in atomic units. Here \(\kappa\) labels atoms, \(\alpha,\beta\) are Cartesian directions, \(\Omega\) is the cell volume, \(\varepsilon_\infty\) the electronic dielectric tensor, \(Z^*\) the Born charges and \(M_\kappa\) the masses. That the long-wavelength limit has this form is the physical input; the theorems start from \(K\) and \(z\).

Two names are used broadly. A "TO mode" is any eigenvector of \(K\) and an "LO mode" any eigenvector of \(L\), including acoustic and non-polar ones. The "mode-charge vector" is \(z\) itself; the "charge" of a single normalised mode \(e\) is the number \(z\cdot e\). Up to the prefactor, this is the component along \(\hat q\) of the dipole that the mode produces per cell and unit amplitude at zero macroscopic field, so it vanishes for a polar mode whose dipole is perpendicular to \(\hat q\). A "TO mode" in the broad sense need not be transverse: if \(z\neq0\) is itself an eigenvector of \(K\), its dipole has a nonzero component along \(\hat q\), because \(z\cdot z>0\). The eigenvalues of \(K\) and \(L\) are squared frequencies and may be negative.

## Three equivalent conditions and a mixing result

For symmetric \(K\) and \(z\neq0\), the following are equivalent: \(K\) and \(L\) commute; \(z\) is an eigenvector of \(K\); \(K\) and \(L\) have a common eigenbasis. If \(z\) is not an eigenvector of \(K\), then for any TO and LO eigenbases some TO mode has nonzero components along two different LO modes.

In Lean, the finite type `n` indexes the atomic displacement coordinates, `K.IsSymm` is the symmetry of \(K\), and `loMatrix K z` is \(L\), with every prefactor absorbed in \(z\). `IsMode A v` says that \(v\) is a nonzero eigenvector of \(A\), not necessarily normalised. `ShareEigenbasis A B` asks for a basis of common modes, not necessarily orthogonal. The equivalences are `commute_iff_charge_isMode` and `shareEigenbasis_iff_charge_isMode`.

In `no_mode_pairing`, `w.repr (u i) j` is the coefficient of the TO mode \(u_i\) along the LO mode \(w_j\). For orthonormal bases it is the overlap \(w_j\cdot u_i\), and the squared overlaps of \(u_i\) sum to one, so the two nonzero ones lie strictly between 0 and 1. This theorem takes both eigenbases as given; for symmetric \(K\) the spectral theorem supplies them.

For tables of LO–TO splittings from density functional perturbation theory, this says when a splitting can be assigned to one unchanged pattern, within the harmonic approximation and for one direction \(\hat q\).

## Derivation

**Commutation.** For every \(v\), \(Lv=Kv+(z\cdot v)z\). Applying both products to \(z\) gives

\[
KLz=K^2z+(z\cdot z)Kz,\qquad LKz=K^2z+(z\cdot Kz)z .
\]

If they agree, \(Kz=\frac{z\cdot Kz}{z\cdot z}\,z\), so \(z\) is a TO mode. Conversely, let \(Kz=\mu z\). Symmetry gives \(z\cdot Kv=\mu\,(z\cdot v)\), and both \(KLv\) and \(LKv\) equal \(K^2v+\mu(z\cdot v)z\).

**From a common eigenbasis to commutation.** If \(Kb_i=a_ib_i\) and \(Lb_i=c_ib_i\), then \(KLb_i=a_ic_ib_i=LKb_i\) for every basis vector, so \(KL=LK\).

**From \(Kz=\mu z\) to a common eigenbasis.** Choose \(\nu\) outside the spectrum of \(K\), set \(s=(\nu-\mu)/(z\cdot z)\), and diagonalise the symmetric matrix \(H=K+s\,zz^T\), for which \(Hz=\nu z\). Let \(Hv=lv\) with \(v\ne0\). Taking the product with \(z\) gives \((\nu-l)(z\cdot v)=0\).

- If \(z\cdot v=0\), the rank-one terms vanish on \(v\), and \(Kv=Lv=lv\).
- If \(z\cdot v\neq0\), then \(l=\nu\). Put \(c=(z\cdot v)/(z\cdot z)\) and \(r=v-cz\). Then \(Hr=\nu r\) and \(z\cdot r=0\), so \(Kr=\nu r\), which forces \(r=0\). Hence \(v=cz\), with \(Kv=\mu v\) and \(Lv=(\mu+z\cdot z)v\).

An orthonormal eigenbasis of \(H\) therefore consists of common modes. From \(K\) to \(L\), the eigenvalue of \(z/|z|\) rises by \(z\cdot z\), and modes orthogonal to \(z\) keep their eigenvalues.

**Mixing.** Suppose \(z\) is not a TO mode, but every \(u_i\) has at most one nonzero component in the LO basis. Since \(u_i\neq0\), it has exactly one, so \(u_i\) is proportional to some \(w_j\) and is an LO mode. The \(u_i\) then form a common eigenbasis, \(K\) and \(L\) commute, and \(z\) is a TO mode, a contradiction.

## A criterion from two polar modes

Let \(Kz=\mu z\), and let \(v\) be a TO mode with eigenvalue \(a\). Then \(\mu(z\cdot v)=z\cdot Kv=a(z\cdot v)\), so \(a=\mu\) whenever \(z\cdot v\neq0\). Two TO modes with different eigenvalues and nonzero charges thus rule out a common eigenbasis. This corollary is derived here in prose and has no Lean theorem of its own.

## The Lean file and its proof

```lean
import Mathlib

open Matrix

namespace LOTOModePairing

variable {n : Type*} [Fintype n]

/-- The LO matrix `K + z zᵀ`: the TO matrix `K` plus the rank-one term built from the
mode-charge vector `z`. -/
def loMatrix (K : Matrix n n ℝ) (z : n → ℝ) : Matrix n n ℝ := K + vecMulVec z z

/-- A mode of `A` is a nonzero displacement pattern that is an eigenvector of `A`. -/
def IsMode (A : Matrix n n ℝ) (v : n → ℝ) : Prop := v ≠ 0 ∧ ∃ a : ℝ, A *ᵥ v = a • v

/-- Two matrices share an eigenbasis if some basis, not necessarily orthogonal, consists of
modes of both. -/
def ShareEigenbasis (A B : Matrix n n ℝ) : Prop :=
  ∃ b : Module.Basis n ℝ (n → ℝ), ∀ i, IsMode A (b i) ∧ IsMode B (b i)

/-- A rank-one matrix `x yᵀ` sends `v` to `(y · v) x`. -/
theorem rankOne_mulVec (x y v : n → ℝ) : vecMulVec x y *ᵥ v = (y ⬝ᵥ v) • x := by
  ext i
  simp only [mulVec, dotProduct, vecMulVec_apply, Pi.smul_apply, smul_eq_mul, Finset.sum_mul]
  exact Finset.sum_congr rfl fun j _ => by ring

/-- The LO matrix acts as the TO matrix plus a term along `z` proportional to the overlap of the
displacement with `z`. -/
theorem loMatrix_mulVec (K : Matrix n n ℝ) (z v : n → ℝ) :
    loMatrix K z *ᵥ v = K *ᵥ v + (z ⬝ᵥ v) • z := by
  rw [loMatrix, add_mulVec, rankOne_mulVec]

/-- If the charge vector `z` satisfies `K z = μ z` for a symmetric matrix `K`, the overlap of
`z` with `K v` is `μ` times its overlap with `v`. -/
theorem charge_dot_mulVec {K : Matrix n n ℝ} (hK : K.IsSymm) {z : n → ℝ} {μ : ℝ}
    (hμ : K *ᵥ z = μ • z) (v : n → ℝ) : z ⬝ᵥ (K *ᵥ v) = μ * (z ⬝ᵥ v) := by
  have h : z ᵥ* K = K *ᵥ z := by rw [← vecMul_transpose, hK.eq]
  rw [dotProduct_mulVec, h, hμ, smul_dotProduct, smul_eq_mul]

/-- If the TO and LO matrices commute and the charge vector is nonzero, the charge vector is
a TO mode. -/
theorem charge_isMode_of_commute {K : Matrix n n ℝ} {z : n → ℝ} (hz : z ≠ 0)
    (h : Commute K (loMatrix K z)) : IsMode K z := by
  have hzz : z ⬝ᵥ z ≠ 0 := mt dotProduct_self_eq_zero.mp hz
  -- apply both products to the charge vector itself
  have h0 := congrArg (fun A => A *ᵥ z) h.eq
  simp only [← mulVec_mulVec, loMatrix_mulVec, mulVec_add, mulVec_smul] at h0
  have h1 : (z ⬝ᵥ z) • (K *ᵥ z) = (z ⬝ᵥ (K *ᵥ z)) • z := add_left_cancel h0
  refine ⟨hz, (z ⬝ᵥ z)⁻¹ * (z ⬝ᵥ (K *ᵥ z)), ?_⟩
  rw [mul_smul, ← h1, smul_smul, inv_mul_cancel₀ hzz, one_smul]

variable [DecidableEq n]

/-- For a symmetric TO matrix and a nonzero charge vector, the TO and LO matrices commute
if and only if the charge vector is a TO mode. -/
theorem commute_iff_charge_isMode {K : Matrix n n ℝ} (hK : K.IsSymm) {z : n → ℝ}
    (hz : z ≠ 0) : Commute K (loMatrix K z) ↔ IsMode K z := by
  refine ⟨charge_isMode_of_commute hz, ?_⟩
  rintro ⟨_, μ, hμ⟩
  apply Matrix.toLin'.injective
  refine LinearMap.ext fun v => ?_
  rw [toLin'_apply, toLin'_apply, ← mulVec_mulVec, ← mulVec_mulVec, loMatrix_mulVec,
    loMatrix_mulVec, mulVec_add, mulVec_smul, charge_dot_mulVec hK hμ, hμ]
  module

/-- Two matrices that share an eigenbasis commute. -/
theorem ShareEigenbasis.commute {A B : Matrix n n ℝ} (h : ShareEigenbasis A B) :
    Commute A B := by
  obtain ⟨b, hb⟩ := h
  apply Matrix.toLin'.injective
  refine b.ext fun i => ?_
  obtain ⟨⟨_, a, ha⟩, _, c, hc⟩ := hb i
  rw [toLin'_apply, toLin'_apply, ← mulVec_mulVec, ← mulVec_mulVec, ha, hc,
    mulVec_smul, mulVec_smul, ha, hc]
  exact smul_comm _ _ _

/-- If the charge vector is a mode of the symmetric TO matrix, there is an orthonormal basis
of patterns that are TO and LO modes at once. -/
theorem exists_orthonormal_common_modes {K : Matrix n n ℝ} (hK : K.IsSymm) {z : n → ℝ}
    (hz : IsMode K z) : ∃ b : OrthonormalBasis n ℝ (EuclideanSpace ℝ n),
      ∀ i, IsMode K (b i).ofLp ∧ IsMode (loMatrix K z) (b i).ofLp := by
  obtain ⟨hz0, μ, hμ⟩ := hz
  have hzz : z ⬝ᵥ z ≠ 0 := mt dotProduct_self_eq_zero.mp hz0
  -- choose a value `ν` outside the TO spectrum
  obtain ⟨ν, hν⟩ := Infinite.exists_notMem_finset K.charpoly.roots.toFinset
  have hdet : (scalar n ν - K).det ≠ 0 := by
    intro h
    apply hν
    rw [Multiset.mem_toFinset, Polynomial.mem_roots K.charpoly_monic.ne_zero,
      Polynomial.IsRoot.def, Matrix.eval_charpoly, h]
  have hinj : ∀ w : n → ℝ, K *ᵥ w = ν • w → w = 0 := fun w hw => by
    have hs : scalar n ν *ᵥ w = ν • w := by
      ext i
      simp [scalar_apply, mulVec_diagonal]
    exact eq_zero_of_mulVec_eq_zero hdet (by rw [sub_mulVec, hw, hs, sub_self])
  -- shift the eigenvalue of `z` to `ν` and diagonalise the shifted matrix
  obtain ⟨s, hs⟩ : ∃ s : ℝ, s * (z ⬝ᵥ z) = ν - μ := ⟨_, div_mul_cancel₀ _ hzz⟩
  have hH : (K + vecMulVec (s • z) z).IsHermitian := IsHermitian.ext fun i j => by
    simp only [Matrix.add_apply, vecMulVec_apply, Pi.smul_apply, smul_eq_mul, star_trivial,
      hK.apply i j]
    ring
  have key : ∀ (v : n → ℝ) (l : ℝ), v ≠ 0 → K *ᵥ v + (z ⬝ᵥ v) • s • z = l • v →
      IsMode K v ∧ IsMode (loMatrix K z) v := by
    intro v l hv0 hv
    by_cases h0 : z ⬝ᵥ v = 0
    · -- patterns orthogonal to `z` do not feel the rank-one term
      rw [h0, zero_smul, add_zero] at hv
      exact ⟨⟨hv0, l, hv⟩, hv0, l, by rw [loMatrix_mulVec, h0, zero_smul, add_zero, hv]⟩
    · -- all other eigenvectors are parallel to `z`
      have h1 := congrArg (fun x => z ⬝ᵥ x) hv
      simp only [dotProduct_add, dotProduct_smul, smul_eq_mul,
        charge_dot_mulVec hK hμ] at h1
      have hl : l = ν := mul_right_cancel₀ h0 (by linear_combination -h1 + (z ⬝ᵥ v) * hs)
      rw [hl] at hv
      obtain ⟨c, hc⟩ : ∃ c : ℝ, c * (z ⬝ᵥ z) = z ⬝ᵥ v := ⟨_, div_mul_cancel₀ _ hzz⟩
      have hw : v - c • z = 0 := hinj _ (by
        rw [mulVec_sub, mulVec_smul, eq_sub_of_add_eq hv, hμ, ← hc,
          show ν = s * (z ⬝ᵥ z) + μ by linarith]
        module)
      have hvz : v = c • z := sub_eq_zero.mp hw
      have hKv : K *ᵥ v = μ • v := by
        rw [hvz, mulVec_smul, hμ]
        module
      refine ⟨⟨hv0, μ, hKv⟩, hv0, μ + z ⬝ᵥ z, ?_⟩
      rw [loMatrix_mulVec, hKv, ← hc, hvz]
      module
  refine ⟨hH.eigenvectorBasis, fun i => key _ (hH.eigenvalues i) ?_ ?_⟩
  · intro h
    exact hH.eigenvectorBasis.orthonormal.ne_zero i (PiLp.ext fun j => congrFun h j)
  · rw [← rankOne_mulVec, ← add_mulVec]
    exact hH.mulVec_eigenvectorBasis i

/-- For a symmetric TO matrix and a nonzero charge vector, the TO and LO matrices share an
eigenbasis if and only if the charge vector is a TO mode. -/
theorem shareEigenbasis_iff_charge_isMode {K : Matrix n n ℝ} (hK : K.IsSymm) {z : n → ℝ}
    (hz : z ≠ 0) : ShareEigenbasis K (loMatrix K z) ↔ IsMode K z := by
  refine ⟨fun h => charge_isMode_of_commute hz h.commute, fun h => ?_⟩
  obtain ⟨b, hb⟩ := exists_orthonormal_common_modes hK h
  exact ⟨b.toBasis.map (WithLp.linearEquiv 2 ℝ (n → ℝ)), fun i => by simpa using hb i⟩

/-- If the nonzero charge vector is not a TO mode, then for every basis `u` of TO modes and
every basis `w` of LO modes, some TO mode has nonzero components along two different LO modes. -/
theorem no_mode_pairing {K : Matrix n n ℝ} {z : n → ℝ} (hz : z ≠ 0) (hnot : ¬ IsMode K z)
    (u w : Module.Basis n ℝ (n → ℝ)) (hu : ∀ i, IsMode K (u i))
    (hw : ∀ j, IsMode (loMatrix K z) (w j)) :
    ∃ i j k, j ≠ k ∧ w.repr (u i) j ≠ 0 ∧ w.repr (u i) k ≠ 0 := by
  by_contra hcon
  -- otherwise every TO mode is proportional to one LO mode, and `u` is a common eigenbasis
  refine hnot (charge_isMode_of_commute hz
    (ShareEigenbasis.commute ⟨u, fun i => ⟨hu i, (hu i).1, ?_⟩⟩))
  obtain ⟨j, hj⟩ : ∃ j, w.repr (u i) j ≠ 0 := by
    by_contra h
    have h' : ∀ j, w.repr (u i) j = 0 := fun j => by_contra fun hj => h ⟨j, hj⟩
    exact (hu i).1 (w.ext_elem fun j => by simp [h' j])
  have hk : ∀ k, k ≠ j → w.repr (u i) k = 0 := fun k hkj =>
    by_contra fun h => hcon ⟨i, j, k, hkj.symm, hj, h⟩
  obtain ⟨c, hc⟩ : ∃ c : ℝ, u i = c • w j :=
    ⟨_, (w.sum_repr (u i)).symm.trans (Finset.sum_eq_single j
      (fun k _ hkj => by rw [hk k hkj, zero_smul])
      (fun h => absurd (Finset.mem_univ j) h))⟩
  obtain ⟨_, a, ha⟩ := hw j
  refine ⟨a, ?_⟩
  rw [hc, mulVec_smul, ha]
  exact smul_comm _ _ _

end LOTOModePairing
```

```lean
#print axioms LOTOModePairing.commute_iff_charge_isMode
#print axioms LOTOModePairing.shareEigenbasis_iff_charge_isMode
#print axioms LOTOModePairing.no_mode_pairing
```

```
'LOTOModePairing.commute_iff_charge_isMode' depends on axioms: [propext, Classical.choice, Quot.sound]
'LOTOModePairing.shareEigenbasis_iff_charge_isMode' depends on axioms: [propext, Classical.choice, Quot.sound]
'LOTOModePairing.no_mode_pairing' depends on axioms: [propext, Classical.choice, Quot.sound]
```

`rankOne_mulVec` and `loMatrix_mulVec` give the formula for \(Lv\), and `charge_dot_mulVec` gives \(z\cdot Kv=\mu(z\cdot v)\). In `charge_isMode_of_commute`, `congrArg` applies the commutation relation to \(z\), and `add_left_cancel` removes \(K^2z\). The converse, in `commute_iff_charge_isMode`, compares the two products on an arbitrary \(v\). `ShareEigenbasis.commute` compares them on the basis vectors through `b.ext`.

The longest proof is `exists_orthonormal_common_modes`. The characteristic polynomial has finitely many roots, so a suitable \(\nu\) exists, and `hinj` records that \(Kx=\nu x\) forces \(x=0\). The statement `key` is the case distinction on \(z\cdot v\): `hl` is \(l=\nu\), and `hw` is \(r=0\). It is then applied to `hH.eigenvectorBasis`, the orthonormal eigenbasis of \(H\). `shareEigenbasis_iff_charge_isMode` combines this basis with the commutation results.

`no_mode_pairing` argues by contradiction. `hj` finds one nonzero coefficient, `hk` shows that the others vanish, and `Finset.sum_eq_single` reduces the expansion of \(u_i\) to a single term.
